# Brownian replicas with the same noise approach each other when the force is Lipschitz and strongly dissipative and the time step small

Before averaging over several Brownian dynamics runs, one gives each replica its own random seed. Suppose that the force is Lipschitz and strongly dissipative: between any two configurations, the difference of the forces pulls them together at least in proportion to their distance. For a small enough time step, replicas that share a seed then approach each other geometrically, and their readings of a Lipschitz observable are dependent at late times if its variance is finite and stays above a positive floor.

```lean
import Mathlib

open MeasureTheory ProbabilityTheory Filter Topology

namespace BrownianSynchronization

noncomputable section

variable {E : Type*} [NormedAddCommGroup E] [InnerProductSpace ℝ E]
variable {h L m : ℝ} {F : E → E}

/-- One Brownian update: drift along the force `F` for a time step `h`, then a random kick `r`. -/
def step (h : ℝ) (F : E → E) (r x : E) : E := x + h • F x + r

/-- The Brownian trajectory started at `x` and driven by the noise sequence `r`. -/
def trajectory (h : ℝ) (F : E → E) (r : ℕ → E) (x : E) : ℕ → E
  | 0 => x
  | n + 1 => step h F (r n) (trajectory h F r x n)

/-- The contraction factor per step, `√(1 - 2hm + h²L²)`. -/
def rate (h L m : ℝ) : ℝ := √(1 - 2 * h * m + h ^ 2 * L ^ 2)

/-- The value of the observable `a` after `n` steps from `x`, as a function of the noise
realisation `ω`. -/
def reading {Ω : Type*} (h : ℝ) (F : E → E) (a : E → ℝ) (r : ℕ → Ω → E) (x : E) (n : ℕ)
    (ω : Ω) : ℝ := a (trajectory h F (fun k => r k ω) x n)

/-- For an `L`-Lipschitz force that is dissipative with constant `m`, and `h ≥ 0`, one update with
a common kick multiplies the distance of two replicas by at most `rate h L m`. -/
theorem step_contracts (hh : 0 ≤ h) (hL : ∀ x y, ‖F x - F y‖ ≤ L * ‖x - y‖)
    (hF : ∀ x y, inner ℝ (x - y) (F x - F y) ≤ -m * ‖x - y‖ ^ 2) (r x y : E) :
    ‖step h F r x - step h F r y‖ ≤ rate h L m * ‖x - y‖ := by
  -- the common kick cancels
  have e : step h F r x - step h F r y = (x - y) + h • (F x - F y) := by
    unfold step
    module
  have sq : ‖(x - y) + h • (F x - F y)‖ ^ 2 = ‖x - y‖ ^ 2
      + 2 * (h * inner ℝ (x - y) (F x - F y)) + h ^ 2 * ‖F x - F y‖ ^ 2 := by
    rw [norm_add_sq_real, real_inner_smul_right, norm_smul, mul_pow, Real.norm_eq_abs, sq_abs]
  have hL2 := pow_le_pow_left₀ (norm_nonneg _) (hL x y) 2
  have key : ‖(x - y) + h • (F x - F y)‖ ^ 2
      ≤ (1 - 2 * h * m + h ^ 2 * L ^ 2) * ‖x - y‖ ^ 2 := by
    rw [sq]
    nlinarith [mul_le_mul_of_nonneg_left (hF x y) hh,
      mul_le_mul_of_nonneg_left hL2 (sq_nonneg h)]
  rw [e, rate]
  calc ‖(x - y) + h • (F x - F y)‖
      ≤ √((1 - 2 * h * m + h ^ 2 * L ^ 2) * ‖x - y‖ ^ 2) :=
        (le_abs_self _).trans (Real.abs_le_sqrt key)
    _ = √(1 - 2 * h * m + h ^ 2 * L ^ 2) * ‖x - y‖ := by
        rw [Real.sqrt_mul' _ (sq_nonneg _), Real.sqrt_sq (norm_nonneg _)]

/-- The contraction factor is below one when `h > 0` and `h L² < 2m`. -/
theorem rate_lt_one (hh : 0 < h) (hs : h * L ^ 2 < 2 * m) : rate h L m < 1 := by
  rw [rate, Real.sqrt_lt' one_pos]
  nlinarith [mul_lt_mul_of_pos_left hs hh]

/-- Synchronisation by common noise: for an `L`-Lipschitz force that is dissipative with constant
`m`, and `h > 0` with `h L² < 2m`, two trajectories sharing any noise approach each other
geometrically, with a factor below one. -/
theorem synchronization (hh : 0 < h) (hs : h * L ^ 2 < 2 * m)
    (hL : ∀ x y, ‖F x - F y‖ ≤ L * ‖x - y‖)
    (hF : ∀ x y, inner ℝ (x - y) (F x - F y) ≤ -m * ‖x - y‖ ^ 2) :
    rate h L m < 1 ∧ ∀ (r : ℕ → E) (x y : E) (n : ℕ),
      ‖trajectory h F r x n - trajectory h F r y n‖ ≤ rate h L m ^ n * ‖x - y‖ := by
  refine ⟨rate_lt_one hh hs, fun r x y n => ?_⟩
  induction n with
  | zero => simp [trajectory]
  | succ n ih =>
    calc ‖trajectory h F r x (n + 1) - trajectory h F r y (n + 1)‖
        ≤ rate h L m * ‖trajectory h F r x n - trajectory h F r y n‖ :=
          step_contracts hh.le hL hF _ _ _
      _ ≤ rate h L m * (rate h L m ^ n * ‖x - y‖) :=
          mul_le_mul_of_nonneg_left ih (Real.sqrt_nonneg _)
      _ = rate h L m ^ (n + 1) * ‖x - y‖ := by ring

section Statistics

variable {Ω : Type*} [MeasurableSpace Ω] {μ : Measure Ω} [IsProbabilityMeasure μ]

/-- If two independent square-integrable random readings never differ by more than `δ`, their
variances add up to at most `δ²`. -/
theorem variance_add_le_of_indep {A B : Ω → ℝ} {δ : ℝ} (hA : MemLp A 2 μ) (hB : MemLp B 2 μ)
    (hAB : ∀ ω, |A ω - B ω| ≤ δ) (hi : IndepFun A B μ) :
    variance A μ + variance B μ ≤ δ ^ 2 := by
  have h1 := hi.comp measurable_id (measurable_const_mul (-1 : ℝ))
  have h2 : IndepFun A (fun ω => (-1 : ℝ) * B ω) μ := h1
  have hB' : MemLp (fun ω => (-1 : ℝ) * B ω) 2 μ := hB.const_mul (-1)
  have hs := h2.variance_add hA hB'
  have hv : variance (fun ω => (-1 : ℝ) * B ω) μ = variance B μ := by
    rw [variance_const_mul]
    norm_num
  -- the variance of the difference is bounded by its mean square
  have hu := variance_le_expectation_sq (hA.add hB').aestronglyMeasurable
  have hb : ‖∫ ω, ((A + fun ω => (-1 : ℝ) * B ω) ^ 2) ω ∂μ‖ ≤ δ ^ 2 * μ.real Set.univ := by
    refine norm_integral_le_of_norm_le_const (Eventually.of_forall fun ω => ?_)
    change ‖(A ω + (-1 : ℝ) * B ω) ^ 2‖ ≤ δ ^ 2
    rw [Real.norm_eq_abs, abs_of_nonneg (sq_nonneg _),
      show A ω + (-1 : ℝ) * B ω = A ω - B ω by ring, ← sq_abs (A ω - B ω)]
    exact pow_le_pow_left₀ (abs_nonneg _) (hAB ω) 2
  have hone : μ.real Set.univ = 1 := by simp
  rw [hone, mul_one] at hb
  calc variance A μ + variance B μ
      = variance (A + fun ω => (-1 : ℝ) * B ω) μ := by rw [hs, hv]
    _ ≤ _ := hu
    _ ≤ δ ^ 2 := (Real.le_norm_self _).trans hb

/-- Under the hypotheses of `synchronization`, let a Lipschitz observable have square-integrable
readings in two replicas with the same noise, with variance in the first eventually above some
`v > 0`. Then at all late times the two readings are not independent. -/
theorem replicas_not_independent (hh : 0 < h) (hs : h * L ^ 2 < 2 * m)
    (hL : ∀ x y, ‖F x - F y‖ ≤ L * ‖x - y‖)
    (hF : ∀ x y, inner ℝ (x - y) (F x - F y) ≤ -m * ‖x - y‖ ^ 2)
    {a : E → ℝ} {K v : ℝ} (ha : ∀ x y, |a x - a y| ≤ K * ‖x - y‖) (r : ℕ → Ω → E) (x y : E)
    (hX : ∀ n, MemLp (reading h F a r x n) 2 μ) (hY : ∀ n, MemLp (reading h F a r y n) 2 μ)
    (hv : 0 < v) (hvar : ∀ᶠ n in atTop, v ≤ variance (reading h F a r x n) μ) :
    ∀ᶠ n in atTop, ¬ IndepFun (reading h F a r x n) (reading h F a r y n) μ := by
  obtain ⟨hρ, hsync⟩ := synchronization hh hs hL hF
  have hlim : Tendsto (fun n : ℕ => (|K| * (rate h L m ^ n * ‖x - y‖)) ^ 2) atTop (𝓝 0) := by
    have h0 : 0 ≤ rate h L m := Real.sqrt_nonneg _
    have := (((tendsto_pow_atTop_nhds_zero_of_lt_one h0 hρ).mul_const
      ‖x - y‖).const_mul |K|).pow 2
    simpa using this
  filter_upwards [hvar, (tendsto_order.1 hlim).2 v hv] with n h1 h2 hi
  -- the readings differ by less than independent fluctuations would allow
  have hd : ∀ ω, |reading h F a r x n ω - reading h F a r y n ω|
      ≤ |K| * (rate h L m ^ n * ‖x - y‖) := fun ω =>
    (ha _ _).trans ((mul_le_mul_of_nonneg_right (le_abs_self K) (norm_nonneg _)).trans
      (mul_le_mul_of_nonneg_left (hsync _ x y n) (abs_nonneg K)))
  have h3 := variance_add_le_of_indep (hX n) (hY n) hd hi
  have h4 := variance_nonneg (reading h F a r y n) μ
  linarith

end Statistics

/-- The harmonic restoring force with spring constant `k`. -/
def harmonicForce (k : ℝ) (x : E) : E := -(k • x)

/-- For `k ≥ 0` the harmonic force is `k`-Lipschitz and dissipative with constant `k`. -/
theorem harmonicForce_witness {k : ℝ} (hk : 0 ≤ k) (x y : E) :
    ‖harmonicForce k x - harmonicForce k y‖ ≤ k * ‖x - y‖ ∧
      inner ℝ (x - y) (harmonicForce k x - harmonicForce k y) ≤ -k * ‖x - y‖ ^ 2 := by
  have e : harmonicForce k x - harmonicForce k y = (-k) • (x - y) := by
    unfold harmonicForce
    module
  rw [e]
  exact ⟨le_of_eq (by rw [norm_smul, Real.norm_eq_abs, abs_neg, abs_of_nonneg hk]),
    le_of_eq (by rw [real_inner_smul_right, real_inner_self_eq_norm_sq])⟩

/-- In a harmonic well the separation of two replicas with common noise is exactly
`(1 - hk)ⁿ` times the initial one. -/
theorem harmonic_separation (h k : ℝ) (r : ℕ → E) (x y : E) (n : ℕ) :
    trajectory h (harmonicForce k) r x n - trajectory h (harmonicForce k) r y n
      = (1 - h * k) ^ n • (x - y) := by
  induction n with
  | zero => simp [trajectory]
  | succ n ih =>
    have e : ∀ s u w : E, step h (harmonicForce k) s u - step h (harmonicForce k) s w
        = (1 - h * k) • (u - w) := by
      intro s u w
      unfold step harmonicForce
      module
    rw [trajectory, trajectory, e, ih, smul_smul, pow_succ']

/-- In a harmonic well with `hk = 2`, two replicas with common noise keep their initial distance
forever. -/
theorem step_bound_sharp {h k : ℝ} (hk : h * k = 2) (r : ℕ → E) (x y : E) (n : ℕ) :
    ‖trajectory h (harmonicForce k) r x n - trajectory h (harmonicForce k) r y n‖
      = ‖x - y‖ := by
  rw [harmonic_separation, hk, norm_smul, norm_pow, show ‖(1 - 2 : ℝ)‖ = 1 by norm_num,
    one_pow, one_mul]

end

end BrownianSynchronization
```

```lean
#print axioms BrownianSynchronization.synchronization
#print axioms BrownianSynchronization.replicas_not_independent
#print axioms BrownianSynchronization.step_bound_sharp
```

```
'BrownianSynchronization.synchronization' depends on axioms: [propext, Classical.choice, Quot.sound]
'BrownianSynchronization.replicas_not_independent' depends on axioms: [propext, Classical.choice, Quot.sound]
'BrownianSynchronization.step_bound_sharp' depends on axioms: [propext, Classical.choice, Quot.sound]
```

## Two replicas with the same kicks

The update `step` is $x_{n+1}=x_n+hF(x_n)+r_n$, the usual discretisation of overdamped Langevin motion with the mobility absorbed into $h$. The configuration space `E` is any real inner-product space. In `synchronization` the kicks $r_n$ are an arbitrary sequence of vectors; they need not be Gaussian, or even random. A shared seed means that both trajectories receive the same `r`.

The force satisfies, for all $x,y$,

$$\|F(x)-F(y)\|\le L\|x-y\|,\qquad \langle x-y,F(x)-F(y)\rangle\le -m\|x-y\|^2 .$$

For a force derived from a smooth potential, $L$ limits the stiffness and $m$ is a lower bound on the curvature; $m$ is not a mass. With $h>0$ and $hL^2<2m$, which forces $m>0$, the theorem gives

$$\|x_n-y_n\|\le\rho^n\|x_0-y_0\|,\qquad \rho=\sqrt{1-2hm+h^2L^2}<1 .$$

The Lean name `rate` denotes this factor per step, not a rate per unit time.

For the statistics, the kicks depend on a noise realisation `ω` in a probability space, and `reading` is the value of an observable $a$ after $n$ steps, with $|a(x)-a(y)|\le K\|x-y\|$. `MemLp … 2 μ` says that the readings have finite second moments. The floor $v>0$ on the variance in the first replica stands for thermal fluctuations that do not die out. `replicas_not_independent` then says that from some step on, the two readings are not independent; it gives no value for their correlation.

The full energy surface of a free molecule does not meet these hypotheses, even if it has a single minimum. Moving the whole molecule leaves the forces on its atoms unchanged, so two replicas that differ by a translation keep their distance under common noise. The hypotheses do hold for a harmonic model of the vibrations about a minimum, with translations and rotations removed and all remaining force constants positive: $m$ is then the smallest force constant and $L$ the largest.

## The noise cancels, and the distance shrinks

Put $d=x-y$ and $\Delta=F(x)-F(y)$. The common kick drops out of the difference of the updated positions, which is $d+h\Delta$. Hence

$$\|d+h\Delta\|^2=\|d\|^2+2h\langle d,\Delta\rangle+h^2\|\Delta\|^2\le(1-2hm+h^2L^2)\|d\|^2 .$$

In `step_contracts`, `module` does the cancellation, `sq` is the expansion, and `nlinarith` inserts the two force bounds. Taking roots gives the factor $\rho$. Since $h(2m-hL^2)>0$, the expression under the root is below one, which is `rate_lt_one`. Induction on $n$ gives the geometric law.

The root is taken with `Real.sqrt_mul'`, which splits $\sqrt{c\,\|d\|^2}$ into $\sqrt c\,\sqrt{\|d\|^2}$ and asks only that the second factor be nonnegative. No separate proof that $c=1-2hm+h^2L^2\ge0$ is therefore needed. In a one-point space $c$ can be negative; Lean's root is then zero, and the bound still holds.

## Close readings cannot fluctuate independently

Let $A$ and $B$ be independent, square-integrable and never further apart than $\delta$. Then

$$\operatorname{Var}A+\operatorname{Var}B=\operatorname{Var}(A-B)\le\mathbb E[(A-B)^2]\le\delta^2 .$$

This is `variance_add_le_of_indep`, where $A-B$ is written as $A+(-1)B$ so that the addition rule for variances applies.

For the replicas, $\delta_n=|K|\rho^n\|x_0-y_0\|$ tends to zero. Once $\delta_n^2<v$ and the variance floor holds, independence would give $v\le\delta_n^2<v$, a contradiction. `filter_upwards` selects the late times at which both conditions are met.

The floor must be positive: without noise both readings are constants, and constants are independent at all times, so allowing $v=0$ would make the conclusion false.

## The harmonic well at the limiting step

For $F(x)=-kx$ with $k>0$, both force bounds hold with $L=m=k$, and the step condition becomes $hk<2$. One update multiplies the separation by $1-hk$, so by induction

$$x_n-y_n=(1-hk)^n(x_0-y_0).$$

At $hk=2$ the separation only changes sign at each step, and its length stays fixed, as `step_bound_sharp` states. Two distinct starting points then never converge, so the strict inequality $hL^2<2m$ cannot be relaxed to $hL^2\le2m$.
